# Algebraic light cone for nested commutators on an open chain

A code that expands a Heisenberg operator in powers of time forms $[H,A]$, then $[H,[H,A]]$, and so on, and if $H$ is kept as a sum of local terms, those that commute with the current operator can be skipped. For an open nearest-neighbour chain with $A$ at the left end, order $k$ needs only the first $k$ bond terms.

## The identities

Let $h_1,\dots,h_L$, $A$ and $B$ be elements of a ring. Write $H_M = h_1+\dots+h_M$ (with $H_0=0$), $H=H_L$, $\mathrm{ad}_Y X=[Y,X]=YX-XY$, and $A_k=\mathrm{ad}_H^k A$, so that $A_0=A$ and $A_{k+1}=[H,A_k]$. Locality is assumed in the form

- (far) $[h_i,h_j]=0$ for $1\le i$, $i+2\le j\le L$;
- (edge) $[A,h_j]=0$ for $2\le j\le L$.

On a chain with sites $0,\dots,L$, $h_j$ acts on sites $j-1$ and $j$ (each on-site term of $H$ is included in the $h_j$ of an adjacent bond), and $A$ sits on site $0$. Fix $n\ge 0$ and let $B$ commute with $A$ and with $h_j$ for $1\le j\le\min(n,L)$, as an operator on the sites beyond $n$ does for spins, bosons or a single particle (for fermions with even $h_j$ this holds when $A$ or $B$ is even, while two odd operators on different sites anticommute instead). Then:

1. Light cone: $[A_k,B]=0$ for $k\le n$.
2. Truncation (no $B$ involved): $A_k=\mathrm{ad}_{H_n}^k A$ for $k\le n\le L$.
3. Leading term: $[A_{n+1},B]=[[h_{n+1},A_n],B]$ if $n+1\le L$.
4. In a complex algebra, $T_n(t)=\sum_{k=0}^n \frac{(it)^k}{k!}A_k$ commutes with $B$ for every real $t$.

## What a code can use them for

With $\hbar=1$, $A(t)=e^{iHt}Ae^{-iHt}$ obeys $\dot A(t)=i[H,A(t)]$, so its Taylor coefficients are $i^kA_k/k!$. For an end operator on an open nearest-neighbour chain, interacting or not, identity 2 allows the coefficients up to order $n$ to be computed on a cluster of $n$ bonds, identity 1 allows those orders to be skipped in the series of $[A(t),B]$, and identity 3 gives the first order that can survive from $A_n$ and the single further bond $h_{n+1}$. A nonzero $[A_k,B]$ at $k\le n$ in exact arithmetic points to a bug, to a violation of (far) or (edge), or to a $B$ that fails to commute with $A$ or with some $h_j$, $1\le j\le\min(n,L)$.

## Derivation

Let $C_m$ be the ring generated by $A,h_1,\dots,h_m$: all integer combinations of products of these, including the empty product $1$. Clearly $C_m\subseteq C_{m'}$ for $m\le m'$.

Step 1. If $Y$ commutes with $A,h_1,\dots,h_m$, it commutes with all of $C_m$. The set of $X$ with $XY=YX$ contains $1$, is closed under sums and negatives, and under products since $X_1X_2Y=X_1YX_2=YX_1X_2$. It is a subring containing the generators, so it contains $C_m$.

Step 2. Let $X\in C_m$ and $p\ge m+1$. Then $[H,X]=\sum_{j=1}^L[h_j,X]$. A term with $p<j\le L$ has $j\ge m+2$, so $h_j$ commutes with $A$ by (edge) and with $h_i$ for $1\le i\le m$ by (far). Step 1 with $Y=h_j$ gives $[h_j,X]=0$. Therefore $[H,X]=[H_{\min(p,L)},X]$.

Step 3. $A_k\in C_{\min(k,L)}$, by induction. For $k=0$, $A$ is a generator. If it holds for $k$, step 2 with $m=\min(k,L)$ and $p=k+1$ gives $A_{k+1}=H_{m'}A_k-A_kH_{m'}$ with $m'=\min(k+1,L)$, and both factors lie in $C_{m'}$.

Identity 1: for $k\le n$, $B$ commutes with the generators of $C_{\min(k,L)}$, so step 1 applies to $A_k$. Identity 4 follows term by term, since scalar multiples and sums of operators commuting with $B$ commute with $B$.

Identity 2, by induction: for $k+1\le n\le L$, step 2 with $p=n$ gives $A_{k+1}=[H_n,A_k]=[H_n,\mathrm{ad}_{H_n}^kA]$.

Identity 3: step 2 with $p=n+1\le L$ gives $A_{n+1}=[H_n,A_n]+[h_{n+1},A_n]$. Both $H_n$ and $A_n$ commute with $B$, hence so does $[H_n,A_n]$, and only the second term remains in $[A_{n+1},B]$.

The range $k\le n$ is sharp in general. Take one particle on sites $0,\dots,3$, $h_j=|j-1\rangle\langle j|+|j\rangle\langle j-1|$, $A=|0\rangle\langle0|$, $B=|3\rangle\langle3|$, $L=3$, $n=2$. Then $A_1=|1\rangle\langle0|-|0\rangle\langle1|$ and $A_2=2|0\rangle\langle0|-2|1\rangle\langle1|+|0\rangle\langle2|+|2\rangle\langle0|$, while $A_3$ contains $|3\rangle\langle0|-|0\rangle\langle3|$ and does not commute with $B$.

## The Lean file

```lean
import Mathlib

open Finset

set_option maxRecDepth 20000

namespace AlgebraicLightCone

variable {R : Type*} [Ring R]

/-- The commutator `[H, X] = H X - X H`. -/
def ad (H X : R) : R := H * X - X * H

/-- The chain Hamiltonian `h 1 + ... + h L`. -/
def ham (h : ℕ → R) (L : ℕ) : R := ∑ j ∈ Icc 1 L, h j

/-- Locality on a chain of `L` terms: terms at distance at least two commute, and the
observable `A` commutes with every term `h j` for `2 ≤ j ≤ L`. -/
structure LocalChain (h : ℕ → R) (A : R) (L : ℕ) : Prop where
  far : ∀ i j, 1 ≤ i → i + 2 ≤ j → j ≤ L → Commute (h i) (h j)
  edge : ∀ j, 2 ≤ j → j ≤ L → Commute A (h j)

/-- The ring of operators generated by `A` and the first `m` terms `h 1, ..., h m`. -/
def cone (A : R) (h : ℕ → R) (m : ℕ) : Subring R :=
  Subring.closure (insert A (h '' Set.Icc 1 m))

variable {h : ℕ → R} {A B X : R} {L m n : ℕ}

/-- An operator commuting with `A` and `h 1, ..., h m` commutes with everything they generate. -/
theorem commute_of_mem_cone (hA : Commute A B) (hh : ∀ j, 1 ≤ j → j ≤ m → Commute (h j) B)
    (hX : X ∈ cone A h m) : Commute X B := by
  have hle : cone A h m ≤ Subring.centralizer {B} := by
    unfold cone
    refine Subring.closure_le.2 ?_
    intro y hy
    rw [SetLike.mem_coe, Subring.mem_centralizer_iff]
    intro g hg
    rw [Set.mem_singleton_iff.1 hg]
    rcases hy with hy | ⟨j, hj, hy⟩
    · rw [hy]
      exact hA.symm.eq
    · rw [← hy]
      exact (hh j hj.1 hj.2).symm.eq
  have := Subring.mem_centralizer_iff.1 (hle hX) B (Set.mem_singleton B)
  exact this.symm

/-- The ring generated by `A` and the first `m` terms grows with `m`. -/
theorem cone_mono (hm : m ≤ n) : cone A h m ≤ cone A h n :=
  Subring.closure_mono
    (Set.insert_subset_insert (Set.image_mono (Set.Icc_subset_Icc_right hm)))

/-- For `X` generated by `A` and `h 1, ..., h m`, the terms beyond any `n ≥ m + 1` drop out of
the commutator `[H, X]`. -/
theorem ad_eq_front (hc : LocalChain h A L) (hX : X ∈ cone A h m) (hn : m + 1 ≤ n) :
    ad (ham h L) X = ad (ham h (min n L)) X := by
  have key : ∀ M, ad (ham h M) X = ∑ j ∈ Icc 1 M, ad (h j) X := by
    intro M
    simp only [ad, ham, Finset.sum_mul, Finset.mul_sum, Finset.sum_sub_distrib]
  rw [key, key]
  symm
  refine Finset.sum_subset (Finset.Icc_subset_Icc_right (min_le_right n L)) ?_
  intro j hj hj'
  rw [Finset.mem_Icc] at hj hj'
  -- here j ≥ m + 2, so h j commutes with all generators
  have hjm : m + 2 ≤ j := by omega
  have hcomm : Commute X (h j) :=
    commute_of_mem_cone (hc.edge j (by omega) hj.2)
      (fun i h1 h2 => hc.far i j h1 (by omega) hj.2) hX
  exact sub_eq_zero.2 hcomm.symm.eq

/-- The `k`-fold nested commutator of `H` with `A` is generated by `A` and the first
`min k L` terms. -/
theorem iterate_mem_cone (hc : LocalChain h A L) (k : ℕ) :
    (ad (ham h L))^[k] A ∈ cone A h (min k L) := by
  induction k with
  | zero => exact Subring.subset_closure (Set.mem_insert _ _)
  | succ k ih =>
    rw [Function.iterate_succ_apply', ad_eq_front (n := k + 1) hc ih (by omega)]
    -- each commutator brings in at most one more term
    have hH : ham h (min (k + 1) L) ∈ cone A h (min (k + 1) L) :=
      sum_mem fun j hj => Subring.subset_closure
        (Set.mem_insert_of_mem _ ⟨j, Finset.mem_Icc.1 hj, rfl⟩)
    have hX := cone_mono (n := min (k + 1) L) (by omega) ih
    exact sub_mem (mul_mem hH hX) (mul_mem hX hH)

/-- Algebraic light cone: if `B` commutes with `A` and with the terms `h j` of the chain for
`j ≤ n`, it commutes with the `k`-fold nested commutator of `H` with `A` for all `k ≤ n`. -/
theorem light_cone (hc : LocalChain h A L) (hA : Commute A B)
    (hh : ∀ j, 1 ≤ j → j ≤ n → j ≤ L → Commute (h j) B) {k : ℕ} (hk : k ≤ n) :
    Commute ((ad (ham h L))^[k] A) B :=
  commute_of_mem_cone hA (fun j h1 h2 => hh j h1 (by omega) (by omega)) (iterate_mem_cone hc k)

/-- For `k ≤ n ≤ L` the `k`-fold nested commutator is unchanged when the chain is cut after
`n` terms. -/
theorem truncation (hc : LocalChain h A L) (hn : n ≤ L) {k : ℕ} (hk : k ≤ n) :
    (ad (ham h L))^[k] A = (ad (ham h n))^[k] A := by
  induction k with
  | zero => rfl
  | succ k ih =>
    have step := ad_eq_front (n := n) hc (iterate_mem_cone hc k) (by omega)
    rw [min_eq_left hn] at step
    rw [Function.iterate_succ_apply', Function.iterate_succ_apply', ← ih (by omega)]
    exact step

/-- At order `n + 1` the commutator with `B` is carried by the single term `h (n + 1)` acting
on the nested commutator of order `n`. -/
theorem leading_term (hc : LocalChain h A L) (hn : n + 1 ≤ L) (hA : Commute A B)
    (hh : ∀ j, 1 ≤ j → j ≤ n → Commute (h j) B) :
    ad ((ad (ham h L))^[n + 1] A) B = ad (ad (h (n + 1)) ((ad (ham h L))^[n] A)) B := by
  have step := ad_eq_front (n := n + 1) hc (iterate_mem_cone hc n) (by omega)
  rw [min_eq_left hn] at step
  have hsplit : ham h (n + 1) = ham h n + h (n + 1) := by
    unfold ham
    exact Finset.sum_Icc_succ_top (by omega) h
  have hlin : ∀ S t Y : R, ad (ad (S + t) Y) B = ad (ad S Y) B + ad (ad t Y) B := by
    intro S t Y
    unfold ad
    noncomm_ring
  -- the first n terms and the order-n commutator all commute with B
  have hX : Commute ((ad (ham h L))^[n] A) B :=
    light_cone hc hA (fun j h1 h2 _ => hh j h1 h2) le_rfl
  have hS : Commute (ham h n) B :=
    Commute.sum_left _ _ _ fun j hj => hh j (Finset.mem_Icc.1 hj).1 (Finset.mem_Icc.1 hj).2
  have hz : ad (ad (ham h n) ((ad (ham h L))^[n] A)) B = 0 :=
    sub_eq_zero.2 ((hS.mul_left hX).sub_left (hX.mul_left hS)).eq
  rw [Function.iterate_succ_apply', step, hsplit, hlin, hz, zero_add]

/-- The Heisenberg series `∑ (i t)^k / k! ad_H^k A` summed up to order `n`. -/
noncomputable def heisenbergTaylor [Algebra ℂ R] (H A : R) (t : ℝ) (n : ℕ) : R :=
  ∑ k ∈ range (n + 1), ((Complex.I * t) ^ k / (k.factorial : ℂ)) • (ad H)^[k] A

/-- Under the light-cone hypotheses, the Heisenberg series of `A` summed up to order `n`
commutes with `B` at every time `t`. -/
theorem heisenbergTaylor_commute [Algebra ℂ R] (hc : LocalChain h A L) (hA : Commute A B)
    (hh : ∀ j, 1 ≤ j → j ≤ n → j ≤ L → Commute (h j) B) (t : ℝ) :
    Commute (heisenbergTaylor (ham h L) A t n) B :=
  Commute.sum_left _ _ _ fun k hk =>
    (light_cone (k := k) hc hA hh (Nat.lt_succ_iff.1 (Finset.mem_range.1 hk))).smul_left _

/-- Single-particle hopping between sites `j - 1` and `j` of a four-site chain. -/
def hop (j : ℕ) : Matrix (Fin 4) (Fin 4) ℤ :=
  Matrix.of fun a b => if (a.val + 1 = j ∧ b.val = j) ∨ (b.val + 1 = j ∧ a.val = j) then 1 else 0

/-- The projector on site `s` of the four-site chain. -/
def site (s : Fin 4) : Matrix (Fin 4) (Fin 4) ℤ :=
  Matrix.of fun a b => if a = s ∧ b = s then 1 else 0

/-- The four-site hopping chain with `A`, `B` the projectors on the two end sites meets the
hypotheses for `L = 3`, `n = 2`, and the nested commutator of order `3` does not commute
with `B`. -/
theorem light_cone_witness :
    LocalChain hop (site 0) 3 ∧ Commute (site 0) (site 3) ∧
      (∀ j, 1 ≤ j → j ≤ 2 → Commute (hop j) (site 3)) ∧
      ¬ Commute ((ad (ham hop 3))^[3] (site 0)) (site 3) := by
  refine ⟨⟨?_, ?_⟩, ?_, ?_, ?_⟩
  · intro i j h1 h2 h3
    have hi : i = 1 := by omega
    have hj : j = 3 := by omega
    rw [hi, hj]
    unfold Commute SemiconjBy
    decide
  · intro j h1 h2
    unfold Commute SemiconjBy
    interval_cases j <;> decide
  · unfold Commute SemiconjBy
    decide
  · intro j h1 h2
    unfold Commute SemiconjBy
    interval_cases j <;> decide
  · -- the three commutators, one after the other
    have e0 : (ad (ham hop 3))^[3] (site 0)
        = ad (ham hop 3) (ad (ham hop 3) (ad (ham hop 3) (site 0))) := rfl
    have eH : ham hop 3 = !![0, 1, 0, 0; 1, 0, 1, 0; 0, 1, 0, 1; 0, 0, 1, 0] := by decide
    have e1 : ad (ham hop 3) (site 0)
        = !![0, -1, 0, 0; 1, 0, 0, 0; 0, 0, 0, 0; 0, 0, 0, 0] := by
      rw [eH]
      decide
    have e2 : ad (ham hop 3) !![0, -1, 0, 0; 1, 0, 0, 0; 0, 0, 0, 0; 0, 0, 0, 0]
        = !![2, 0, 1, 0; 0, -2, 0, 0; 1, 0, 0, 0; 0, 0, 0, 0] := by
      rw [eH]
      decide
    have e3 : ad (ham hop 3) !![2, 0, 1, 0; 0, -2, 0, 0; 1, 0, 0, 0; 0, 0, 0, 0]
        = !![0, -5, 0, -1; 5, 0, 3, 0; 0, -3, 0, 0; 1, 0, 0, 0] := by
      rw [eH]
      decide
    rw [e0, e1, e2, e3]
    unfold Commute SemiconjBy
    decide

end AlgebraicLightCone
```

```lean
#print axioms AlgebraicLightCone.light_cone
#print axioms AlgebraicLightCone.truncation
#print axioms AlgebraicLightCone.leading_term
#print axioms AlgebraicLightCone.heisenbergTaylor_commute
```

```
'AlgebraicLightCone.light_cone' depends on axioms: [propext, Classical.choice, Quot.sound]
'AlgebraicLightCone.truncation' depends on axioms: [propext, Classical.choice, Quot.sound]
'AlgebraicLightCone.leading_term' depends on axioms: [propext, Classical.choice, Quot.sound]
'AlgebraicLightCone.heisenbergTaylor_commute' depends on axioms: [propext, Classical.choice, Quot.sound]
```

## Reading the statements

`R` is any ring with unit, not assumed commutative or finite-dimensional. The terms are a function `h : ℕ → R`, and `ham h L` sums over `Icc 1 L`, so `h 0` and the terms beyond `L` never enter. `(ad (ham h L))^[k] A` is $A_k$, `Commute X B` means $XB=BX$, the fields `far` and `edge` of `LocalChain` are the two locality conditions, and `cone A h m` is $C_m$. The sign convention is $HX-XH$, matching $+it$ in `heisenbergTaylor`, which is $T_n(t)$ and needs `Algebra ℂ R`. The cases $n=0$ and $L=0$ are included: `light_cone` returns $[A,B]=0$ in the first, and $H=0$ in the second.

`commute_of_mem_cone` is step 1: `Subring.closure_le` places the cone inside `Subring.centralizer {B}` once the generators are checked. `cone_mono` is the inclusion of cones. `ad_eq_front` is step 2, with its `n` playing the part of $p$; `key` expands the commutator over terms, `Finset.sum_subset` discards the vanishing ones, and `omega` supplies `m + 2 ≤ j`. `iterate_mem_cone` is step 3, closed by `sub_mem` and `mul_mem`. `light_cone`, `truncation`, `leading_term` and `heisenbergTaylor_commute` are identities 1 to 4; in `leading_term`, `hsplit` peels off $h_{n+1}$, `hlin` is linearity and `hz` removes the $H_n$ part. `ad_eq_front`, `iterate_mem_cone` and the four identities all assume `LocalChain h A L`, and `leading_term` also assumes the conditions on $B$, even where the docstring does not say so. `light_cone_witness` is the four-site example over integer matrices, where `decide` evaluates $H$ and $A_1,A_2,A_3$ as `eH`, `e1`, `e2`, `e3`.

## Scope of the guarantee

The identities are exact equalities for any $L$, with no hermiticity needed. Locality is a hypothesis: a code has to check (far), (edge) and the conditions on $B$ for its own operators. Periodic chains generally violate (far) through $h_1$ and $h_L$, and an operator in the bulk generally violates (edge).

The cone is counted in commutator order, not in time. The statements contain no exponential, no norm and no remainder, so they say nothing on the convergence of $T_n(t)$, on the size of $[A(t),B]$ or on the error of cutting the chain at finite $t$. A Lieb–Robinson bound estimates the norm of $[A(t),B]$ and yields a velocity; the vanishing of low orders gives neither. `leading_term` does not claim that its right-hand side is nonzero, and sharpness is shown for the one example with $n=2$. Rounding and discarded small terms are not modelled.

The counter-example and the comparison of models that follow are done on paper and have not been through Lean.

Dropping (far): in the four-site example, replace $h_3$ by the longer hop $|1\rangle\langle3|+|3\rangle\langle1|$. Condition (edge) and the conditions on $B$ for $n=2$ still hold, but $[h_1,h_3]\ne0$. Now $A_2$ gains $|0\rangle\langle3|+|3\rangle\langle0|$, and $[A_2,B]=|0\rangle\langle3|-|3\rangle\langle0|\neq0$ at $k=2=n$.

Another model would take a tensor product of $L+1$ finite site spaces, with $h_j$ acting on factors $j-1$ and $j$. Then (far) and (edge) would be derived from disjoint supports, step 3 would read "$A_k$ is supported on sites $0,\dots,\min(k,L)$", and operator norms would be available for bounds. The single-particle matrices above are not of that form, and they would need a separate treatment, whereas the commutation hypotheses cover both.
